# In a single-resonance model, the transient spectrum converges exponentially to the Fano profile, uniformly in detuning

The continuum amplitude is defined here by a time integral: a direct path contributes 1 from the start, and a resonance that decays exponentially adds its share as time passes. Given this amplitude, with a real Fano parameter, the theorems below follow the spectrum from a flat line at time zero to the Fano profile and bound the difference at each time.

```lean
import Mathlib

open Filter Topology

namespace FanoBuildup

noncomputable section

/-- Continuum amplitude at reduced detuning `e` and time `t` (in units `2/Γ`): the direct path
plus the contribution accumulated from the decaying resonance with Fano parameter `q`. -/
def amplitude (q e t : ℝ) : ℂ :=
  1 - Complex.I * ((q : ℂ) - Complex.I) *
    ∫ s in (0 : ℝ)..t, Complex.exp (Complex.I * ((e : ℂ) + Complex.I) * s)

/-- The Fano profile with parameter `q` at reduced detuning `e`. -/
def profile (q e : ℝ) : ℝ := (q + e) ^ 2 / (1 + e ^ 2)

/-- At time zero the amplitude is one at every detuning: the spectrum is flat. -/
theorem amplitude_zero (q e : ℝ) : amplitude q e 0 = 1 := by
  simp [amplitude]

/-- The amplitude in closed form: a stationary part and a part that oscillates at the detuning and
decays with the resonance. -/
theorem amplitude_closed_form (q e t : ℝ) :
    amplitude q e t =
      ((q : ℂ) + e - ((q : ℂ) - Complex.I) *
        Complex.exp (Complex.I * ((e : ℂ) + Complex.I) * t)) / ((e : ℂ) + Complex.I) := by
  have he : (e : ℂ) + Complex.I ≠ 0 := by
    intro h
    have h' := congrArg Complex.im h
    simp at h'
  have hI : Complex.I ≠ 0 := Complex.I_ne_zero
  rw [amplitude, integral_exp_mul_complex (mul_ne_zero hI he)]
  simp only [Complex.ofReal_zero, mul_zero, Complex.exp_zero]
  generalize Complex.exp (Complex.I * ((e : ℂ) + Complex.I) * t) = E
  have h : Complex.I * ((q : ℂ) - Complex.I) * ((E - 1) / (Complex.I * ((e : ℂ) + Complex.I)))
      = ((q : ℂ) - Complex.I) * (E - 1) / ((e : ℂ) + Complex.I) := by
    field_simp
  rw [h, eq_div_iff he, sub_mul, div_mul_cancel₀ _ he]
  ring

/-- The exact transient spectrum: the stationary term, a beating term that decays as `exp (-t)`,
and the resonance's own term that decays as `exp (-2t)`. -/
theorem spectrum_eq (q e t : ℝ) :
    ‖amplitude q e t‖ ^ 2 =
      ((q + e) ^ 2
        - 2 * (q + e) * Real.exp (-t) * (q * Real.cos (e * t) + Real.sin (e * t))
        + (1 + q ^ 2) * Real.exp (-2 * t)) / (1 + e ^ 2) := by
  -- separate decay and oscillation
  have hE : Complex.exp (Complex.I * ((e : ℂ) + Complex.I) * t) =
      ((Real.exp (-t) * Real.cos (e * t) : ℝ) : ℂ)
        + ((Real.exp (-t) * Real.sin (e * t) : ℝ) : ℂ) * Complex.I := by
    have h : Complex.I * ((e : ℂ) + Complex.I) * t
        = ((-t : ℝ) : ℂ) + ((e * t : ℝ) : ℂ) * Complex.I := by
      push_cast
      linear_combination (t : ℂ) * Complex.I_sq
    rw [h, Complex.exp_add, Complex.exp_mul_I, ← Complex.ofReal_exp, ← Complex.ofReal_cos,
      ← Complex.ofReal_sin, Complex.ofReal_mul, Complex.ofReal_mul]
    ring
  have hN : ∀ a b : ℝ, Complex.normSq ((q : ℂ) + e - ((q : ℂ) - Complex.I) *
      ((a : ℂ) + (b : ℂ) * Complex.I)) = (q + e - q * a - b) ^ 2 + (a - q * b) ^ 2 := by
    intro a b
    have h : (q : ℂ) + e - ((q : ℂ) - Complex.I) * ((a : ℂ) + (b : ℂ) * Complex.I)
        = ((q + e - q * a - b : ℝ) : ℂ) + ((a - q * b : ℝ) : ℂ) * Complex.I := by
      push_cast
      linear_combination (b : ℂ) * Complex.I_sq
    rw [h, Complex.normSq_add_mul_I]
  have hD : Complex.normSq ((e : ℂ) + Complex.I) = 1 + e ^ 2 := by
    have h : (e : ℂ) + Complex.I = (e : ℂ) + ((1 : ℝ) : ℂ) * Complex.I := by simp
    rw [h, Complex.normSq_add_mul_I]
    ring
  have h2 : Real.exp (-2 * t) = Real.exp (-t) ^ 2 := by
    rw [sq, ← Real.exp_add]
    congr 1
    ring
  rw [amplitude_closed_form, ← Complex.normSq_eq_norm_sq, Complex.normSq_div, hE, hN, hD, h2]
  congr 1
  linear_combination (1 + q ^ 2) * Real.exp (-t) ^ 2 * Real.sin_sq_add_cos_sq (e * t)

/-- Build-up of the Fano line: at each detuning the transient spectrum differs from the Fano
profile by at most the sum of an `exp (-t)` and an `exp (-2t)` term. -/
theorem spectrum_sub_profile_le (q e t : ℝ) :
    |‖amplitude q e t‖ ^ 2 - profile q e| ≤
      (2 * |q + e| * √(1 + q ^ 2) * Real.exp (-t) + (1 + q ^ 2) * Real.exp (-2 * t))
        / (1 + e ^ 2) := by
  have hpos : 0 < 1 + e ^ 2 := by positivity
  -- the beating factor has amplitude √(1 + q²)
  have hg : |q * Real.cos (e * t) + Real.sin (e * t)| ≤ √(1 + q ^ 2) := by
    apply Real.abs_le_sqrt
    have h : (q * Real.cos (e * t) + Real.sin (e * t)) ^ 2
        + (q * Real.sin (e * t) - Real.cos (e * t)) ^ 2 = 1 + q ^ 2 := by
      linear_combination (1 + q ^ 2) * Real.sin_sq_add_cos_sq (e * t)
    linarith [sq_nonneg (q * Real.sin (e * t) - Real.cos (e * t))]
  have hprod : |(q + e) * (q * Real.cos (e * t) + Real.sin (e * t))|
      ≤ |q + e| * √(1 + q ^ 2) := by
    rw [abs_mul]
    exact mul_le_mul_of_nonneg_left hg (abs_nonneg _)
  obtain ⟨h1, h2⟩ := abs_le.mp hprod
  have h1' := mul_le_mul_of_nonneg_left h1 (Real.exp_pos (-t)).le
  have h2' := mul_le_mul_of_nonneg_left h2 (Real.exp_pos (-t)).le
  have hY : 0 ≤ (1 + q ^ 2) * Real.exp (-2 * t) := by positivity
  rw [spectrum_eq, profile, ← sub_div, abs_div, abs_of_pos hpos]
  apply div_le_div_of_nonneg_right _ hpos.le
  rw [abs_le]
  constructor <;> nlinarith

/-- For nonnegative times the deviation from the Fano profile obeys an exponentially decaying
bound that does not depend on the detuning. -/
theorem spectrum_sub_profile_le_uniform (q e : ℝ) {t : ℝ} (ht : 0 ≤ t) :
    |‖amplitude q e t‖ ^ 2 - profile q e| ≤ 3 * (1 + q ^ 2) * Real.exp (-t) := by
  have hpos : 0 < 1 + e ^ 2 := by positivity
  have hq : 0 ≤ 1 + q ^ 2 := by positivity
  refine (spectrum_sub_profile_le q e t).trans ?_
  rw [div_le_iff₀ hpos]
  -- Cauchy-Schwarz for (q, 1) and (1, e)
  have hqe : |q + e| ≤ √(1 + q ^ 2) * √(1 + e ^ 2) := by
    rw [← Real.sqrt_mul hq]
    apply Real.abs_le_sqrt
    nlinarith [sq_nonneg (1 - q * e)]
  have hR : √(1 + e ^ 2) ≤ 1 + e ^ 2 := by
    rw [Real.sqrt_le_iff]
    exact ⟨hpos.le, by nlinarith [sq_nonneg e, sq_nonneg (e ^ 2)]⟩
  have hS : |q + e| * √(1 + q ^ 2) ≤ (1 + q ^ 2) * (1 + e ^ 2) := by
    calc |q + e| * √(1 + q ^ 2)
        ≤ (√(1 + q ^ 2) * √(1 + e ^ 2)) * √(1 + q ^ 2) :=
          mul_le_mul_of_nonneg_right hqe (Real.sqrt_nonneg _)
      _ = (√(1 + q ^ 2) * √(1 + q ^ 2)) * √(1 + e ^ 2) := by ring
      _ = (1 + q ^ 2) * √(1 + e ^ 2) := by rw [Real.mul_self_sqrt hq]
      _ ≤ (1 + q ^ 2) * (1 + e ^ 2) := mul_le_mul_of_nonneg_left hR hq
  have hXY : Real.exp (-2 * t) ≤ Real.exp (-t) := Real.exp_le_exp.mpr (by linarith)
  have a1 := mul_le_mul_of_nonneg_right hS (Real.exp_pos (-t)).le
  have a2 := mul_le_mul_of_nonneg_left hXY hq
  have a3 : 0 ≤ (1 + q ^ 2) * Real.exp (-t) * e ^ 2 := by positivity
  nlinarith

/-- As time grows, the transient spectrum converges to the Fano profile uniformly in the
detuning. -/
theorem spectrum_tendstoUniformly (q : ℝ) :
    TendstoUniformly (fun t e : ℝ => ‖amplitude q e t‖ ^ 2) (profile q) atTop := by
  rw [Metric.tendstoUniformly_iff]
  intro ε hε
  have h : Tendsto (fun t : ℝ => 3 * (1 + q ^ 2) * Real.exp (-t)) atTop (𝓝 0) := by
    simpa using Real.tendsto_exp_neg_atTop_nhds_zero.const_mul (3 * (1 + q ^ 2))
  filter_upwards [(tendsto_order.1 h).2 ε hε, eventually_ge_atTop (0 : ℝ)] with t h1 h2 e
  rw [dist_comm, Real.dist_eq]
  exact (spectrum_sub_profile_le_uniform q e h2).trans_lt h1

/-- At the detuning `e = -q`, where the Fano profile vanishes, the transient spectrum is exactly
`exp (-2t)`, whatever the value of `q`. -/
theorem spectrum_at_fano_zero (q t : ℝ) :
    ‖amplitude q (-q) t‖ ^ 2 = Real.exp (-2 * t) := by
  have h : 1 + (-q) ^ 2 ≠ 0 := by positivity
  rw [spectrum_eq, div_eq_iff h]
  ring

end

end FanoBuildup
```

```lean
#print axioms FanoBuildup.amplitude_zero
-- 'FanoBuildup.amplitude_zero' depends on axioms: [propext, Classical.choice, Quot.sound]
#print axioms FanoBuildup.spectrum_tendstoUniformly
-- 'FanoBuildup.spectrum_tendstoUniformly' depends on axioms: [propext, Classical.choice, Quot.sound]
#print axioms FanoBuildup.spectrum_at_fano_zero
-- 'FanoBuildup.spectrum_at_fano_zero' depends on axioms: [propext, Classical.choice, Quot.sound]
```

## The amplitude and its units

Let $\Gamma$ be the decay width of the resonance, with $\hbar=1$. The reduced detuning $e$ is the final continuum energy minus the resonance energy, in units of $\Gamma/2$. The time $t$ is measured in units of $2/\Gamma$, so that a resonance amplitude which decays as $\exp(-\Gamma T/2)$ in physical time $T$ decays as $\exp(-t)$, and its population as $\exp(-2t)$. The symbol $e$ always means the detuning; exponentials are written $\exp$.

The definition `amplitude q e t` is

$$c(t) = 1 - i(q-i)\int_0^t \exp\big(i(e+i)s\big)\,ds .$$

The leading 1 is the direct transition into the continuum, which sets the scale of the spectrum. The integrand equals $\exp(-s)\exp(ies)$: at time $s$ the resonance still has amplitude proportional to $\exp(-s)$, and what it releases into the continuum carries the phase $es$ relative to the direct path. The integral adds up these releases until time $t$.

The prefactor $q-i$ fixes how strongly the resonance was excited at time zero, compared with the direct path. The real number $q$ stands for its direct excitation, and the $-i$ for its excitation by way of the continuum. This is the picture of a weak pulse that is very short compared with the resonance lifetime and that acts on one resonance coupled to one continuum, with a coupling and a direct transition amplitude that don't vary with energy.

All of this enters through the definition. The file doesn't derive the amplitude from a Hamiltonian or from a Schrödinger equation, and it does not treat a pulse of finite duration, overlapping resonances, several continua or loss of coherence.

The other definition, `profile q e`, is the Fano profile

$$F_q(e) = \frac{(q+e)^2}{1+e^2},$$

normalised so that it tends to 1 far from the resonance. The spectrum at time $t$ is $|c(t)|^2$, written `‖amplitude q e t‖ ^ 2`. The parameters `q`, `e` and `t` are real numbers, and they are turned into complex numbers where the formula needs it.

## What the theorems state

`amplitude_zero` says that $c(0)=1$ for every $q$ and $e$. The initial spectrum is therefore 1 at every detuning.

`amplitude_closed_form` evaluates the integral:

$$c(t)=\frac{q+e-(q-i)\exp(i(e+i)t)}{e+i}.$$

`spectrum_eq` gives the exact transient spectrum,

$$|c(t)|^2=\frac{(q+e)^2-2(q+e)\exp(-t)\,(q\cos et+\sin et)+(1+q^2)\exp(-2t)}{1+e^2}.$$

`spectrum_sub_profile_le` bounds its distance from the Fano profile at a given detuning:

$$\big||c(t)|^2-F_q(e)\big|\le\frac{2|q+e|\sqrt{1+q^2}\,\exp(-t)+(1+q^2)\exp(-2t)}{1+e^2}.$$

These statements hold for every real $t$, although only $t\ge 0$ describes the build-up. The next one, `spectrum_sub_profile_le_uniform`, does need its hypothesis `0 ≤ t`. It removes the detuning from the bound:

$$\big||c(t)|^2-F_q(e)\big|\le 3(1+q^2)\exp(-t).$$

`spectrum_tendstoUniformly` turns this into a limit. For each fixed $q$, the function $e\mapsto|c(t)|^2$ converges to $F_q$ uniformly on the whole real line as $t\to\infty$, which Lean expresses by the filter `atTop`. The uniformity is in the detuning and not in $q$: at $e=0$ the exact spectrum differs from the profile by $(1+q^2)\exp(-2t)-2q^2\exp(-t)$, which at any fixed $t\ge0$ is unbounded as $q$ grows.

Finally, `spectrum_at_fano_zero` states that at $e=-q$ the spectrum is exactly $\exp(-2t)$.

For a real-time simulation of an isolated autoionising resonance that fits this one-resonance model, the uniform bound gives a sufficient propagation time. Count the time from the pulse, project onto the continuum states taken without their coupling to the resonance, and scale the resulting spectrum $|c(t)|^2$ so that the direct path alone gives 1. Its error is then at most $\delta$ at all detunings, with $0<\delta\le 3(1+q^2)$, once $t\ge\ln\big(3(1+q^2)/\delta\big)$, in units of $2/\Gamma$. The estimate doesn't concern a projection onto the exact scattering states, whose populations no longer change after the pulse.

## From the integral to the exact spectrum

Write $E=\exp(i(e+i)t)$. Since $e$ is real, $e+i$ has imaginary part 1 and is never zero, so the exponential integrates to

$$\int_0^t\exp(i(e+i)s)\,ds=\frac{E-1}{i(e+i)}.$$

The factor $i$ cancels against the one in front of the integral, and

$$c(t)=1-\frac{(q-i)(E-1)}{e+i}=\frac{(e+i)-(q-i)E+(q-i)}{e+i}=\frac{q+e-(q-i)E}{e+i}.$$

The proof of `amplitude_closed_form` takes the same route. The step `he` shows that $e+i\neq0$ by comparing imaginary parts, and `integral_exp_mul_complex` supplies the integral. The exponential is then replaced by a single letter `E`, because the rest is algebra in which its value plays no role; `field_simp` and `ring` carry it out.

For the spectrum, separate decay from oscillation. Because $i(e+i)t=-t+iet$,

$$E=a+ib,\qquad a=\exp(-t)\cos et,\qquad b=\exp(-t)\sin et .$$

Since $(q-i)(a+ib)=(qa+b)+i(qb-a)$, the numerator of $c(t)$ has real part $q+e-qa-b$ and imaginary part $a-qb$. Its squared modulus is

$$\begin{aligned}
(q+e-qa-b)^2+(a-qb)^2
&=(q+e)^2-2(q+e)(qa+b)+(qa+b)^2+(a-qb)^2\\
&=(q+e)^2-2(q+e)(qa+b)+(1+q^2)(a^2+b^2).
\end{aligned}$$

Now $a^2+b^2=\exp(-2t)$ and $qa+b=\exp(-t)(q\cos et+\sin et)$. Division by $|e+i|^2=1+e^2$ gives the exact spectrum.

In the proof of `spectrum_eq`, `hE` is the splitting of the exponential, `hN` is the squared modulus of the numerator for arbitrary real `a` and `b`, and `hD` is that of the denominator. The step `h2` rewrites $\exp(-2t)$ as $\exp(-t)^2$. The closing `linear_combination` uses $\sin^2 et+\cos^2 et=1$, which is what makes $a^2+b^2$ free of oscillation.

The three terms have separate origins. The first is the stationary Fano line. The last comes from the decaying part of the amplitude alone and falls with the resonance population. The middle one is the interference of the two parts: it oscillates at the detuning and falls only as $\exp(-t)$, because it contains the decaying amplitude once.

## The bound at one detuning

Subtracting the profile removes the stationary term. What is left to control is the beating factor $g=q\cos et+\sin et$. Its companion $h=q\sin et-\cos et$ satisfies

$$g^2+h^2=(1+q^2)(\cos^2 et+\sin^2 et)=1+q^2,$$

so $g^2\le1+q^2$ and $|g|\le\sqrt{1+q^2}$. The triangle inequality gives the next line, and $|g|\le\sqrt{1+q^2}$ turns it into the stated estimate:

$$\big||c(t)|^2-F_q(e)\big|\le\frac{2|q+e|\,|g|\exp(-t)+(1+q^2)\exp(-2t)}{1+e^2}.$$

The step `hg` in `spectrum_sub_profile_le` is this argument with the companion factor. The step `hprod` multiplies it by $|q+e|$. Lean then splits the absolute value into an upper and a lower inequality, multiplies both by the positive number $\exp(-t)$, and lets `nlinarith` combine them with the nonnegative $\exp(-2t)$ term.

## Removing the detuning from the bound

The factor $|q+e|$ grows with the detuning, but the denominator grows faster. From

$$(1+q^2)(1+e^2)-(q+e)^2=(1-qe)^2\ge0$$

it follows that $|q+e|\le\sqrt{1+q^2}\sqrt{1+e^2}$. This is the Cauchy–Schwarz inequality for the vectors $(q,1)$ and $(1,e)$. Hence

$$\frac{2|q+e|\sqrt{1+q^2}}{1+e^2}\le\frac{2(1+q^2)}{\sqrt{1+e^2}}\le2(1+q^2).$$

For $t\ge0$ we also have $\exp(-2t)\le\exp(-t)$, so the second term of the bound is at most $(1+q^2)\exp(-t)$. The two contributions add up to $3(1+q^2)\exp(-t)$.

Lean first multiplies through by $1+e^2$, so its intermediate inequalities have no fractions. The step `hqe` is Cauchy–Schwarz, `hR` is $\sqrt{1+e^2}\le1+e^2$, and `hS` joins them into $|q+e|\sqrt{1+q^2}\le(1+q^2)(1+e^2)$. The step `hXY` compares the two exponentials and is where `0 ≤ t` is used.

Uniform convergence follows directly. Given a tolerance $\varepsilon>0$, the number $3(1+q^2)\exp(-t)$ lies below $\varepsilon$ for all sufficiently large $t$, and the same $t$ works for every $e$. In `spectrum_tendstoUniformly`, `filter_upwards` selects times that are both large enough for this and nonnegative, and the uniform bound finishes the proof.

## Decay at the Fano zero

At $e=-q$ the factor $q+e$ vanishes, and with it both the stationary term and the interference term. The spectrum reduces to

$$|c(t)|^2=\frac{(1+q^2)\exp(-2t)}{1+q^2}=\exp(-2t),$$

which is the computation in `spectrum_at_fano_zero`. The signal at the detuning that ends up dark starts at 1 and falls without oscillation, at the rate of the resonance population and independently of $q$. The profile is zero there, and the right-hand side of the bound at one detuning also reduces to $\exp(-2t)$, so at this detuning that estimate is an equality.
